# Beyond first order, a perturbation xV lowers the energy of a gapped shell of non-interacting electrons by at most x² tr(V²)/(2G)

Let $n$ non-interacting electrons fill the $n$ lowest levels of a finite Hermitian Hamiltonian $H$, one per level, with a gap $G>0$ to the empty levels, and let $P$ project onto the filled ones. If a lattice distortion of real amplitude $x$ adds $xV$ with $V$ Hermitian, the $n$ lowest eigenvalues of $H+xV$ sum to at least $\mathrm{tr}(PH)+x\,\mathrm{tr}(PV)-x^2\,\mathrm{tr}(V^2)/(2G)$.

```lean
import Mathlib

open Matrix

namespace ClosedShellStability

noncomputable section

variable {m : Type*} [Fintype m] [DecidableEq m] {H V : Matrix m m ℂ}

/-- The unitary matrix whose columns are the orthonormal orbitals of the Hamiltonian `H`. -/
def orbitals (hH : H.IsHermitian) : Matrix m m ℂ := hH.eigenvectorUnitary

/-- The operator that is diagonal in the orbitals of `H`, with the value `f i` on orbital `i`. -/
def ofLevels (hH : H.IsHermitian) (f : m → ℝ) : Matrix m m ℂ :=
  orbitals hH * diagonal (fun i => (f i : ℂ)) * star (orbitals hH)

/-- The projector onto the orbitals of `H` in the filled set `S`. -/
def filled (hH : H.IsHermitian) (S : Finset m) : Matrix m m ℂ :=
  ofLevels hH (fun i => if i ∈ S then 1 else 0)

/-- The real part of the diagonal element of `Q` in orbital `i` of `H`. -/
def occupation (hH : H.IsHermitian) (Q : Matrix m m ℂ) (i : m) : ℝ :=
  ((star (orbitals hH) * Q * orbitals hH) i i).re

/-- The sum of the `n` lowest eigenvalues of `H`, as the least level sum over all choices of
`n` orbitals; `n` is at most the dimension. -/
def bandEnergy (hH : H.IsHermitian) (n : ℕ) : ℝ :=
  ⨅ T : {T : Finset m // T.card = n}, ∑ i ∈ T.1, hH.eigenvalues i

omit [Fintype m] [DecidableEq m] in
/-- A Hermitian Hamiltonian stays Hermitian under a real distortion `x` with Hermitian
coupling `V`. -/
theorem distorted (hH : H.IsHermitian) (hV : V.IsHermitian) (x : ℝ) :
    (H + (x : ℂ) • V).IsHermitian := by
  unfold Matrix.IsHermitian
  rw [conjTranspose_add, conjTranspose_smul, hH.eq, hV.eq, Complex.star_def,
    Complex.conj_ofReal]

/-- If the levels in `S` lie at or below a Fermi level `μ` and all others at or above it, the
band energy of `S.card` electrons is the sum of the levels in `S`. -/
theorem bandEnergy_eq_sum (hH : H.IsHermitian) (S : Finset m) (μ : ℝ)
    (hocc : ∀ i ∈ S, hH.eigenvalues i ≤ μ) (hemp : ∀ i ∉ S, μ ≤ hH.eigenvalues i) :
    bandEnergy hH S.card = ∑ i ∈ S, hH.eigenvalues i := by
  have : Nonempty {T : Finset m // T.card = S.card} := ⟨⟨S, rfl⟩⟩
  unfold bandEnergy
  apply le_antisymm
  · exact ciInf_le (Set.finite_range _).bddBelow
      (⟨S, rfl⟩ : {T : Finset m // T.card = S.card})
  · refine le_ciInf fun T => ?_
    -- measured from the Fermi level, terms in `S` are nonpositive and all others nonnegative
    have h : ∑ i, (if i ∈ S then hH.eigenvalues i - μ else 0)
        ≤ ∑ i, (if i ∈ T.1 then hH.eigenvalues i - μ else 0) := by
      refine Finset.sum_le_sum fun i _ => ?_
      by_cases h1 : i ∈ S <;> by_cases h2 : i ∈ T.1 <;> simp only [h1, h2, if_true, if_false]
      · exact le_rfl
      · linarith [hocc i h1]
      · linarith [hemp i h1]
      · exact le_rfl
    simp only [Finset.sum_ite_mem, Finset.univ_inter, Finset.sum_sub_distrib,
      Finset.sum_const, nsmul_eq_mul, T.2] at h
    linarith

/-- Spectral decomposition: `H` is diagonal in its orbitals, with its eigenvalues as values. -/
theorem ofLevels_eigenvalues (hH : H.IsHermitian) : ofLevels hH hH.eigenvalues = H := by
  refine Eq.symm (hH.spectral_theorem.trans ?_)
  rw [Unitary.conjStarAlgAut_apply]
  rfl

/-- The real part of the trace of an orbital-diagonal operator times `Q` is the sum of its values
weighted by the occupations of `Q`. -/
theorem trace_ofLevels_mul (hH : H.IsHermitian) (f : m → ℝ) (Q : Matrix m m ℂ) :
    (trace (ofLevels hH f * Q)).re = ∑ i, f i * occupation hH Q i := by
  have h : trace (ofLevels hH f * Q) = trace (diagonal (fun i => (f i : ℂ)) *
      (star (orbitals hH) * Q * orbitals hH)) := by
    unfold ofLevels
    rw [mul_assoc, mul_assoc, Matrix.trace_mul_comm]
    simp only [mul_assoc]
  rw [h]
  simp only [trace, diag_apply, diagonal_mul, Complex.re_sum, Complex.re_ofReal_mul, occupation]

/-- The operator `filled hH S` is a Hermitian projector of trace `S.card`, and its trace with
`H` is the sum of the filled levels. -/
theorem filled_spec (hH : H.IsHermitian) (S : Finset m) :
    (filled hH S).IsHermitian ∧ filled hH S * filled hH S = filled hH S ∧
    (trace (filled hH S)).re = S.card ∧
    (trace (filled hH S * H)).re = ∑ i ∈ S, hH.eigenvalues i := by
  have hU : star (orbitals hH) * orbitals hH = 1 :=
    Matrix.mem_unitaryGroup_iff'.mp hH.eigenvectorUnitary.2
  refine ⟨?_, ?_, ?_, ?_⟩
  · refine isHermitian_mul_mul_conjTranspose (orbitals hH) ?_
    unfold Matrix.IsHermitian
    rw [diagonal_conjTranspose]
    congr 1
    funext i
    simp
  · unfold filled ofLevels
    generalize orbitals hH = U at hU
    have hD : diagonal (fun i => (((if i ∈ S then 1 else 0 : ℝ)) : ℂ)) *
        diagonal (fun i => (((if i ∈ S then 1 else 0 : ℝ)) : ℂ)) =
        diagonal (fun i => (((if i ∈ S then 1 else 0 : ℝ)) : ℂ)) := by
      rw [diagonal_mul_diagonal]
      congr 1
      funext i
      by_cases h : i ∈ S <;> simp [h]
    generalize diagonal (fun i => (((if i ∈ S then 1 else 0 : ℝ)) : ℂ)) = D at hD
    calc U * D * star U * (U * D * star U) = U * D * (star U * U) * D * star U := by
          simp only [mul_assoc]
      _ = U * D * star U := by rw [hU, mul_one, mul_assoc U, hD]
  · have h := trace_ofLevels_mul hH (fun i => if i ∈ S then 1 else 0) 1
    have h1 : ∀ i, occupation hH 1 i = 1 := fun i => by
      rw [occupation, mul_one, hU, one_apply_eq, Complex.one_re]
    rw [mul_one] at h
    simpa [filled, h1] using h
  · have hd : star (orbitals hH) * H * orbitals hH =
        diagonal (fun i => (hH.eigenvalues i : ℂ)) := by
      calc _ = star (orbitals hH) * ofLevels hH hH.eigenvalues * orbitals hH := by
            rw [ofLevels_eigenvalues]
        _ = (star (orbitals hH) * orbitals hH) * diagonal (fun i => (hH.eigenvalues i : ℂ)) *
            (star (orbitals hH) * orbitals hH) := by simp only [ofLevels, mul_assoc]
        _ = _ := by rw [hU, one_mul, mul_one]
    have h1 : ∀ i, occupation hH H i = hH.eigenvalues i := fun i => by
      rw [occupation, hd, diagonal_apply_eq, Complex.ofReal_re]
    rw [filled, trace_ofLevels_mul]
    simp only [h1, ite_mul, one_mul, zero_mul, Finset.sum_ite_mem, Finset.univ_inter]

/-- Pauli principle: the occupations of a Hermitian projector lie between 0 and 1. -/
theorem occupation_bounds (hH : H.IsHermitian) {Q : Matrix m m ℂ} (hQ : Q.IsHermitian)
    (hQQ : Q * Q = Q) (i : m) : 0 ≤ occupation hH Q i ∧ occupation hH Q i ≤ 1 := by
  have key : ∀ R : Matrix m m ℂ, R.IsHermitian → R * R = R →
      0 ≤ (R i i).re ∧ (R i i).re ≤ 1 := by
    intro R hR hRR
    -- a diagonal element of a Hermitian projector is the squared norm of its row
    have h := congrArg Complex.re (congrFun (congrFun hRR i) i)
    rw [Matrix.mul_apply, Complex.re_sum] at h
    have hrow : (R i i).re = ∑ j, Complex.normSq (R i j) :=
      h.symm.trans (Finset.sum_congr rfl fun j _ => by
        rw [← hR.apply j i, Complex.star_def, Complex.mul_conj, Complex.ofReal_re])
    have h1 : Complex.normSq (R i i) ≤ ∑ j, Complex.normSq (R i j) :=
      Finset.single_le_sum (f := fun j => Complex.normSq (R i j))
        (fun j _ => Complex.normSq_nonneg _) (Finset.mem_univ i)
    rw [← hrow, Complex.normSq_apply] at h1
    exact ⟨hrow ▸ Finset.sum_nonneg fun j _ => Complex.normSq_nonneg _,
      by nlinarith [mul_self_nonneg (R i i).im]⟩
  have hU : orbitals hH * star (orbitals hH) = 1 :=
    Matrix.mem_unitaryGroup_iff.mp hH.eigenvectorUnitary.2
  refine key _ (isHermitian_conjTranspose_mul_mul (orbitals hH) hQ) ?_
  calc _ = star (orbitals hH) * Q * (orbitals hH * star (orbitals hH)) * Q * orbitals hH := by
        simp only [mul_assoc]
    _ = _ := by rw [hU, mul_one, mul_assoc (star (orbitals hH)), hQQ]

/-- If levels in `S` lie at least `G` below all others, then occupations between 0 and 1 with
total `S.card` cost at least `G` per electron missing from `S`. -/
theorem promotion_cost (ε q : m → ℝ) (S : Finset m) (G : ℝ)
    (gap : ∀ i ∈ S, ∀ j ∉ S, ε i + G ≤ ε j) (hq : ∀ i, 0 ≤ q i ∧ q i ≤ 1)
    (hsum : ∑ i, q i = S.card) :
    ∑ i ∈ S, ε i + G * (S.card - ∑ i ∈ S, q i) ≤ ∑ i, ε i * q i := by
  rcases S.eq_empty_or_nonempty with rfl | hne
  · have h0 : ∀ i, q i = 0 := fun i =>
      (Finset.sum_eq_zero_iff_of_nonneg fun i _ => (hq i).1).mp (by simpa using hsum) i
        (Finset.mem_univ i)
    simp [h0]
  · -- the highest filled level `ε k` serves as reference energy
    obtain ⟨k, hk, hmax⟩ := S.exists_max_image ε hne
    have h : ∑ i, (ε k * q i + (if i ∈ S then ε i - ε k - G * q i else 0) + G * q i)
        ≤ ∑ i, ε i * q i := by
      refine Finset.sum_le_sum fun i _ => ?_
      by_cases hi : i ∈ S
      · rw [if_pos hi]
        nlinarith [mul_nonneg (sub_nonneg.mpr (hmax i hi)) (sub_nonneg.mpr (hq i).2)]
      · rw [if_neg hi]
        nlinarith [mul_nonneg (sub_nonneg.mpr (gap k hk i hi)) (hq i).1]
    simp only [Finset.sum_add_distrib, Finset.sum_ite_mem, Finset.univ_inter,
      Finset.sum_sub_distrib, ← Finset.mul_sum, Finset.sum_const, nsmul_eq_mul, hsum] at h
    linarith

/-- Closed-shell stability: for Hermitian `H` and `V`, with a gap `G > 0` above the filled levels
`S` of `H`, the sum of the `S.card` lowest eigenvalues of `H + x V` is at least its first-order
value minus `x² tr(V²) / (2G)`. -/
theorem closed_shell_bound (hH : H.IsHermitian) (hV : V.IsHermitian) (S : Finset m) {G : ℝ}
    (hG : 0 < G) (gap : ∀ i ∈ S, ∀ j ∉ S, hH.eigenvalues i + G ≤ hH.eigenvalues j) (x : ℝ) :
    (trace (filled hH S * H)).re + x * (trace (filled hH S * V)).re
      - x ^ 2 * (trace (V * V)).re / (2 * G) ≤ bandEnergy (distorted hH hV x) S.card := by
  obtain ⟨y, hy⟩ : ∃ y, x = y * G := ⟨x / G, (div_mul_cancel₀ x hG.ne').symm⟩
  have hfrac : ∀ v : ℝ, x ^ 2 * v / (2 * G) = y ^ 2 * G * v / 2 := fun v => by
    rw [hy, div_eq_div_iff (by positivity) two_ne_zero]
    ring
  have hlin : ∀ v : ℝ, x * v = y * G * v := fun v => by rw [hy]
  have : Nonempty {T : Finset m // T.card = S.card} := ⟨⟨S, rfl⟩⟩
  refine le_ciInf fun T => ?_
  obtain ⟨hP, hPP, hPn, hPH⟩ := filled_spec hH S
  obtain ⟨hQ, hQQ, hQn, hQA⟩ := filled_spec (distorted hH hV x) T.1
  rw [← hQA]
  rw [T.2] at hQn
  have hPQ := fun Q => trace_ofLevels_mul hH (fun i => if i ∈ S then 1 else 0) Q
  change ∀ Q, (trace (filled hH S * Q)).re = _ at hPQ
  generalize filled (distorted hH hV x) T.1 = Q at *
  -- energy cost of moving electrons across the gap
  have hone : ofLevels hH (fun _ => 1) = 1 := by
    have hU : orbitals hH * star (orbitals hH) = 1 :=
      Matrix.mem_unitaryGroup_iff.mp hH.eigenvectorUnitary.2
    rw [ofLevels, Complex.ofReal_one, diagonal_one, mul_one, hU]
  have hsum := trace_ofLevels_mul hH (fun _ => 1) Q
  rw [hone, one_mul, hQn] at hsum
  simp only [one_mul] at hsum
  have hQH := trace_ofLevels_mul hH hH.eigenvalues Q
  rw [ofLevels_eigenvalues, Matrix.trace_mul_comm] at hQH
  have hPQ' := hPQ Q
  simp only [ite_mul, one_mul, zero_mul, Finset.sum_ite_mem, Finset.univ_inter] at hPQ'
  have cost := promotion_cost hH.eigenvalues (occupation hH Q) S G gap
    (occupation_bounds hH hQ hQQ) hsum.symm
  rw [← hPH, ← hPQ', ← hQH] at cost
  generalize filled hH S = P at *
  -- the square of a Hermitian matrix has nonnegative trace
  have sq : ∀ M : Matrix m m ℂ, M.IsHermitian → 0 ≤ (trace (M * M)).re := by
    intro M hM
    simp only [trace, diag_apply, Matrix.mul_apply, Complex.re_sum]
    refine Finset.sum_nonneg fun i _ => Finset.sum_nonneg fun j _ => ?_
    rw [← hM.apply j i, Complex.star_def, Complex.mul_conj, Complex.ofReal_re]
    exact Complex.normSq_nonneg _
  have h := sq _ (distorted (hQ.sub hP) hV y)
  simp only [add_mul, mul_add, sub_mul, mul_sub, smul_mul_assoc, mul_smul_comm, hQQ, hPP,
    trace_add, trace_sub, trace_smul, smul_eq_mul, Complex.add_re, Complex.sub_re,
    Complex.re_ofReal_mul, Matrix.trace_mul_comm Q P, Matrix.trace_mul_comm V Q,
    Matrix.trace_mul_comm V P, hQn, hPn] at h
  simp only [mul_add, mul_smul_comm, trace_add, trace_smul, smul_eq_mul, Complex.add_re,
    Complex.re_ofReal_mul]
  rw [hfrac, hlin, hlin]
  nlinarith [mul_nonneg hG.le h]

/-- No Peierls distortion: if the filled levels `S` of `H` lie at least `G > 0` below all others,
the Hermitian coupling `V` exerts no first-order force on the filled shell, and the stiffness `K` is
at least `tr(V²) / G`, no `x` lowers the electronic plus elastic energy. -/
theorem no_peierls_distortion (hH : H.IsHermitian) (hV : V.IsHermitian) (S : Finset m)
    {G K : ℝ} (hG : 0 < G)
    (gap : ∀ i ∈ S, ∀ j ∉ S, hH.eigenvalues i + G ≤ hH.eigenvalues j)
    (force : (trace (filled hH S * V)).re = 0) (hK : (trace (V * V)).re / G ≤ K) (x : ℝ) :
    bandEnergy hH S.card ≤ bandEnergy (distorted hH hV x) S.card + K / 2 * x ^ 2 := by
  have h := closed_shell_bound hH hV S hG gap x
  have h0 : bandEnergy hH S.card ≤ ∑ i ∈ S, hH.eigenvalues i :=
    ciInf_le (Set.finite_range _).bddBelow (⟨S, rfl⟩ : {T : Finset m // T.card = S.card})
  rw [force, (filled_spec hH S).2.2.2] at h
  have e : x ^ 2 * (trace (V * V)).re / (2 * G) = x ^ 2 / 2 * ((trace (V * V)).re / G) := by
    ring
  have hx := mul_le_mul_of_nonneg_left hK (by positivity : 0 ≤ x ^ 2 / 2)
  linarith

/-- Sharpness: for one electron in two levels `0` and `G > 0` with off-diagonal unit coupling,
every stiffness `K < 2 / G` allows a distortion that lowers the total energy. -/
theorem soft_lattice_distorts {G K : ℝ} (hG : 0 < G) (hK : K < 2 / G) :
    ∃ (hH : (!![0, 0; 0, (G : ℂ)]).IsHermitian)
      (hV : (!![0, 1; 1, 0] : Matrix (Fin 2) (Fin 2) ℂ).IsHermitian) (x : ℝ),
      bandEnergy (distorted hH hV x) 1 + K / 2 * x ^ 2 < bandEnergy hH 1 := by
  have hH : (!![0, 0; 0, (G : ℂ)]).IsHermitian := by
    ext i j; fin_cases i <;> fin_cases j <;> simp
  have hV : (!![0, 1; 1, 0] : Matrix (Fin 2) (Fin 2) ℂ).IsHermitian := by
    ext i j; fin_cases i <;> fin_cases j <;> simp
  -- trace and determinant fix the two levels
  have spec : ∀ (A : Matrix (Fin 2) (Fin 2) ℂ) (hA : A.IsHermitian),
      hA.eigenvalues 0 + hA.eigenvalues 1 = (A 0 0 + A 1 1).re ∧
      hA.eigenvalues 0 * hA.eigenvalues 1 = (A 0 0 * A 1 1 - A 0 1 * A 1 0).re := by
    intro A hA
    have ht : A.trace = (hA.eigenvalues 0 : ℂ) + (hA.eigenvalues 1 : ℂ) :=
      hA.trace_eq_sum_eigenvalues.trans (Fin.sum_univ_two _)
    have hd : A.det = (hA.eigenvalues 0 : ℂ) * (hA.eigenvalues 1 : ℂ) :=
      hA.det_eq_prod_eigenvalues.trans (Fin.prod_univ_two _)
    rw [← trace_fin_two, ← det_fin_two, ht, hd, ← Complex.ofReal_add, ← Complex.ofReal_mul]
    exact ⟨rfl, rfl⟩
  -- a small lowering `s` of the filled level, reached at `x² = s (s + G)`
  have hKG : 0 < 2 - K * G := sub_pos.mpr ((lt_div_iff₀ hG).mp hK)
  obtain ⟨s, hs, hKs⟩ : ∃ s : ℝ, 0 < s ∧ K * (s + G) < 2 := by
    have hp : 0 < |K| + 1 := by positivity
    refine ⟨(2 - K * G) / (|K| + 1), div_pos hKG hp, ?_⟩
    have h1 := div_mul_cancel₀ (2 - K * G) hp.ne'
    have h2 := div_pos hKG hp
    nlinarith [mul_le_mul_of_nonneg_right (le_abs_self K) h2.le]
  have hx : Real.sqrt (s * (s + G)) ^ 2 = s * (s + G) := Real.sq_sqrt (by positivity)
  refine ⟨hH, hV, Real.sqrt (s * (s + G)), ?_⟩
  generalize Real.sqrt (s * (s + G)) = x at hx
  have low : 0 ≤ bandEnergy hH 1 := by
    obtain ⟨h1, h2⟩ := spec _ hH
    have e1 : ((!![0, 0; 0, (G : ℂ)]) 0 0 + (!![0, 0; 0, (G : ℂ)]) 1 1).re = G := by simp
    have e2 : ((!![0, 0; 0, (G : ℂ)]) 0 0 * (!![0, 0; 0, (G : ℂ)]) 1 1 -
        (!![0, 0; 0, (G : ℂ)]) 0 1 * (!![0, 0; 0, (G : ℂ)]) 1 0).re = 0 := by simp
    rw [e1] at h1
    rw [e2] at h2
    have pos : ∀ i, 0 ≤ hH.eigenvalues i := Fin.forall_fin_two.mpr (by
      rcases mul_eq_zero.mp h2 with h | h <;> constructor <;> linarith)
    exact Real.iInf_nonneg fun T => Finset.sum_nonneg fun i _ => pos i
  have up : bandEnergy (distorted hH hV x) 1 ≤ -s := by
    have hle : ∀ i, bandEnergy (distorted hH hV x) 1 ≤ (distorted hH hV x).eigenvalues i :=
      fun i => (ciInf_le (Set.finite_range _).bddBelow
        (⟨{i}, Finset.card_singleton i⟩ : {T : Finset (Fin 2) // T.card = 1})).trans_eq
        (Finset.sum_singleton _ _)
    obtain ⟨h1, h2⟩ := spec _ (distorted hH hV x)
    have h1' := h1.trans (show _ = G by simp)
    have h2' := h2.trans (show _ = -(x ^ 2) by simp [pow_two])
    rw [hx] at h2'
    have hroot : ((distorted hH hV x).eigenvalues 0 + s) *
        ((distorted hH hV x).eigenvalues 0 - (s + G)) = 0 := by
      linear_combination (distorted hH hV x).eigenvalues 0 * h1' - h2'
    rcases mul_eq_zero.mp hroot with h | h
    · linarith [hle 0]
    · linarith [hle 1]
  rw [hx]
  nlinarith [mul_pos hs (sub_pos.mpr hKs)]

end

end ClosedShellStability
```

```lean
#print axioms ClosedShellStability.bandEnergy_eq_sum
-- 'ClosedShellStability.bandEnergy_eq_sum' depends on axioms: [propext, Classical.choice, Quot.sound]
#print axioms ClosedShellStability.no_peierls_distortion
-- 'ClosedShellStability.no_peierls_distortion' depends on axioms: [propext, Classical.choice, Quot.sound]
#print axioms ClosedShellStability.soft_lattice_distorts
-- 'ClosedShellStability.soft_lattice_distorts' depends on axioms: [propext, Classical.choice, Quot.sound]
```

## Levels, fillings and stiffness

A Peierls distortion occurs when the electrons gain more energy than the lattice pays. `closed_shell_bound` limits the electronic gain. Its set `S` labels the filled orbitals, `S.card` is $n$, and `filled hH S` is $P$. The hypothesis `gap` puts every level in `S` at least $G$ below every other level. It concerns $H$ alone, so levels of $H+xV$ may cross.

`bandEnergy` is the least level sum over all choices of $n$ orbitals; `bandEnergy_eq_sum` identifies it with filling up to a Fermi level. Each orbital holds one electron, so spin belongs in the index type `m`, and "closed shell" means only that the filled set is gapped. The name `distorted` denotes the proof that $H+xV$ is Hermitian. The energy bounds use the real parts of traces, which are their full values because each is the trace of a product of two Hermitian matrices.

`no_peierls_distortion` adds an elastic energy $Kx^2/2$, where the postulated constant $K$ is the harmonic stiffness of the lattice without these electrons. If $\mathrm{tr}(PV)=0$ and $K\ge\mathrm{tr}(V^2)/G$, no $x$ lowers the total energy. This applies to finite tight-binding models of dimerisation that are linear in one distortion amplitude and meet these hypotheses, such as, for large enough $K$, a half-filled six-site ring with uniform hopping at $x=0$ and bonds that alternately strengthen and weaken by equal amounts. A half-filled uniform ring of four sites has no gap and is not covered. Neither is the textbook Peierls chain, an infinite half-filled chain with uniform hopping at $x=0$, which is a metal without a gap.

## Promotion cost against coupling gain

Let $Q$ project onto any $n$ orbitals of $H+xV$. Let $\varepsilon_i$ be the levels of $H$ and $q_i$ the diagonal elements of $Q$ in its orbitals. Since $Q$ is a Hermitian projector, $Q_{ii}=\sum_j|Q_{ij}|^2\ge Q_{ii}^2$ in any orthonormal basis, so $0\le q_i\le1$ (`occupation_bounds`). Also $\sum_i q_i=n$. The number of promoted electrons is
$$d=n-\mathrm{tr}(PQ)=\sum_{i\in S}(1-q_i)=\sum_{j\notin S}q_j .$$

With $\varepsilon_k$ the highest filled level, `promotion_cost` gives
$$\mathrm{tr}(QH)-\mathrm{tr}(PH)=\sum_{j\notin S}\varepsilon_jq_j-\sum_{i\in S}\varepsilon_i(1-q_i)\ge(\varepsilon_k+G)d-\varepsilon_kd=Gd .$$
If `S` is empty, all $q_i$ vanish and both sides are zero.

For the coupling, $\mathrm{tr}\,(Q-P)^2=2n-2\,\mathrm{tr}(PQ)=2d$. The square of a Hermitian matrix has nonnegative trace (`sq` in the code), so
$$0\le\mathrm{tr}\Big(Q-P+\frac xG V\Big)^2=2d+\frac{2x}{G}\mathrm{tr}\big(V(Q-P)\big)+\frac{x^2}{G^2}\mathrm{tr}(V^2).$$
Multiplying by $G/2$ gives
$$x\,\mathrm{tr}\big(V(Q-P)\big)\ge-Gd-\frac{x^2\,\mathrm{tr}(V^2)}{2G}.$$

Adding the two inequalities cancels $Gd$ and bounds $\mathrm{tr}(Q(H+xV))$, which `filled_spec` identifies with the chosen level sum. The bound holds for every choice, hence for the minimum (`le_ciInf`). Lean writes $x=yG$ to avoid the division, and the last `nlinarith` combines the two estimates.

When $\mathrm{tr}(PV)=0$, adding $Kx^2/2$ leaves a total energy change of at least $\frac{x^2}{2}\big(K-\mathrm{tr}(V^2)/G\big)$, which is nonnegative under the stiffness condition.

## The two-level threshold and its factor of two

`soft_lattice_distorts` takes one electron, levels $0$ and $G$, and off-diagonal coupling $1$. The eigenvalues satisfy $\lambda^2-G\lambda-x^2=0$, so the lower one is $-s$ when $x^2=s(s+G)$ with $s>0$. The total energy is then
$$-s+\frac K2s(s+G)=\frac s2\big(K(s+G)-2\big),$$
which is negative for small $s$ whenever $K<2/G$. The stability threshold is therefore attained in this example.

Counting the coupling between the two levels only once would give $\mathrm{tr}(V^2)=1$ and a threshold of $1/G$. Both $V_{01}$ and $V_{10}$ contribute, so the trace is $2$, and a lattice with $1/G<K<2/G$ does distort.
